# Alternating charge order on a ring: bounds on the intersite Hartree and Fock energies

## Positivity alone, or the Pauli principle as well

A one-particle density matrix \(P\) can be required to be positive semidefinite, \(P\ge 0\), or to obey the Pauli principle too, \(0\le P\le 1\). The choice makes no difference to the bound on a single bond derived below, but it matters for the whole ring. The results for single bonds therefore assume at most \(P\ge 0\), and the bound on the ring assumes \(0\le P\le 1\).

The system is a ring of \(2L\) sites, with \(L\ge2\) and one spinless orbital per site. Each of the \(L\) cells has a site A and a site B, with occupations
\[
n_A=\tfrac12+d,\qquad n_B=\tfrac12-d,
\]
where \(n_i=P_{ii}\) and \(d\) is the charge-order amplitude. Neighbouring sites repel with strength \(V\). In the Hartree–Fock approximation the bond between neighbours \(i\) and \(j\) has the energy
\[
V n_i n_j - V|P_{ij}|^2 ,
\]
where the first term is the Hartree energy and the second the Fock energy.

For this spinless ring with prescribed occupations, the bounds say how much intersite exchange can offset the Hartree repulsion in a mean-field treatment of charge order.

## The energy of one bond

Take the rows and columns of \(P\) that belong to \(i\) and \(j\). This \(2\times2\) block is positive semidefinite, so its determinant is nonnegative. Since \(P_{ji}=\overline{P_{ij}}\),
\[
0\le P_{ii}P_{jj}-P_{ij}P_{ji}=n_in_j-|P_{ij}|^2 .
\]
One end of every bond is an A site and the other a B site, so
\[
n_in_j=\left(\tfrac12+d\right)\left(\tfrac12-d\right)=\tfrac14-d^2 .
\]
The Hartree energy of each bond is thus exactly \(V(\tfrac14-d^2)\), and for \(V\ge0\) the Fock energy satisfies
\[
-V|P_{ij}|^2\ge -V\left(\tfrac14-d^2\right).
\]

If \(V>0\) and \(|d|<|d'|\), then \(d^2<d'^2\). Going from \(d\) to \(d'\) lowers the Hartree energy and raises the lower bound on the Fock energy. The Fock energy itself may move either way, because it depends on the coherence \(P_{ij}\), which the occupations only limit.

## The Pauli principle on the whole ring

Adding the bounds for the \(2L\) bonds gives a total Fock energy of at least \(-2LV(\tfrac14-d^2)\). Positivity alone allows this value: the matrix \(P_{ij}=\sqrt{n_in_j}\) reaches it, but has the eigenvalue \(L\), which violates \(P\le1\) for \(L\ge2\). (This example is an aside and does not appear in the Lean file.)

With \(0\le P\le1\) the bound improves. Expanding the right-hand side confirms that
\[
P-P^2=P(1-P)P+(1-P)P(1-P).
\]
Both terms have the form \(X^\dagger MX\) with \(M\ge0\), so \(P-P^2\ge0\). Its diagonal entries are nonnegative:
\[
n_i-\sum_j|P_{ij}|^2\ge0 .
\]
Separating the term \(j=i\), which is \(n_i^2\), leaves
\[
\sum_{j\ne i}|P_{ij}|^2\le n_i(1-n_i).
\]

Let \(i\) be the B site of cell \(c\). The right-hand side is \((\tfrac12-d)(\tfrac12+d)=\tfrac14-d^2\). For \(L\ge2\) the neighbours of this site are two different A sites, in cells \(c\) and \(c+1\), so the two bonds together have a Fock energy of at least \(-V(\tfrac14-d^2)\). Every bond has exactly one B end, and summing over the \(L\) B sites gives
\[
E_F\ge -LV\left(\tfrac14-d^2\right).
\]
The total Hartree energy is \(E_H=2LV(\tfrac14-d^2)\), hence
\[
E_H+E_F\ge LV\left(\tfrac14-d^2\right).
\]

## A dimerised state that reaches the bound

For \(|d|\le\tfrac12\), place one fermion in each cell in the state \((\sqrt{n_A},\sqrt{n_B})\). This vector is normalised because \(n_A+n_B=1\). Its projector has the diagonal \(n_A,n_B\) and the off-diagonal entry \(\sqrt{n_An_B}\). Repeating it in every cell, without coherence between cells, gives a Hermitian matrix with \(P^2=P\). Then \(P=P^\dagger P\ge0\), and \(1-P\ge0\) for the same reason.

Each of the \(L\) bonds inside a cell has Fock energy \(-V(\tfrac14-d^2)\), and each bond between cells has none. The total equals the lower bound on \(E_F\).

## The ring and its energies in Lean

A site is a pair in `Site L`: a cell in `ZMod L`, which closes the ring, and a Boolean, with `false` for A and `true` for B. The function `right` moves to the next site, so each site `s` labels the bond from `s` to `right s`, and the energy sums count each bond once.

`ChargeOrdered P d` fixes the diagonal of `P`, and with it the mean particle number \(L\). `IsFermionic P` is the condition \(0\le P\le1\), which also admits density matrices that are not projectors.

- `hartreeBond_eq` gives the Hartree energy of a bond from the diagonal alone.
- `fockBond_ge` bounds the Fock energy of a bond for `P.PosSemidef` and `0 ≤ V`.
- `stronger_charge_order` compares two matrices with amplitudes `d` and `d'`. Its second part compares the numbers \(-V(\tfrac14-d^2)\) and \(-V(\tfrac14-d'^2)\), which by `fockBond_ge` are lower bounds on the Fock energies when the matrices are positive semidefinite.
- `ring_energy_bounds` contains both inequalities for the ring. It requires `2 ≤ L`, since for \(L=1\) the two bonds would join the same pair of sites.
- `dimerState_witness` states that the dimerised state is fermionic, has the required occupations and reaches the Fock bound.

The Hartree and Fock expressions enter as definitions and are not derived from a many-body state. Hopping, spin, on-site repulsion and self-consistency are absent, so the theorems do not decide which \(d\) a full calculation would select.

```lean
import Mathlib

open Matrix
open scoped ComplexOrder Kronecker

namespace IntersiteVRing

noncomputable section

/-- The sites of a ring of `2L` sites: a cell and a sublattice (`false` is A, `true` is B). -/
abbrev Site (L : ℕ) := ZMod L × Bool

/-- The next site along the ring: A to B in the same cell, B to A in the next cell. -/
def right {L : ℕ} : Site L → Site L
  | (c, false) => (c, true)
  | (c, true) => (c + 1, false)

/-- The alternating occupations `1/2 + d` on A and `1/2 - d` on B. -/
def occ (d : ℝ) : Bool → ℝ
  | false => 1 / 2 + d
  | true => 1 / 2 - d

/-- The density matrix `P` has the alternating diagonal with charge-order amplitude `d`. -/
def ChargeOrdered {L : ℕ} (P : Matrix (Site L) (Site L) ℂ) (d : ℝ) : Prop :=
  ∀ s, P s s = (occ d s.2 : ℂ)

/-- Fermionic density matrices: `0 ≤ P ≤ 1`. -/
def IsFermionic {n : Type*} [DecidableEq n] (P : Matrix n n ℂ) : Prop :=
  P.PosSemidef ∧ (1 - P).PosSemidef

/-- Hartree energy `V n_i n_j` of the bond from `s` to the next site. -/
def hartreeBond {L : ℕ} (V : ℝ) (P : Matrix (Site L) (Site L) ℂ) (s : Site L) : ℝ :=
  V * ((P s s).re * (P (right s) (right s)).re)

/-- Fock energy `-V |P_ij|²` of the bond from `s` to the next site. -/
def fockBond {L : ℕ} (V : ℝ) (P : Matrix (Site L) (Site L) ℂ) (s : Site L) : ℝ :=
  -V * ‖P s (right s)‖ ^ 2

/-- Hartree energy summed over the bonds of the ring. -/
def hartreeEnergy {L : ℕ} [NeZero L] (V : ℝ) (P : Matrix (Site L) (Site L) ℂ) : ℝ :=
  ∑ s, hartreeBond V P s

/-- Fock energy summed over the bonds of the ring. -/
def fockEnergy {L : ℕ} [NeZero L] (V : ℝ) (P : Matrix (Site L) (Site L) ℂ) : ℝ :=
  ∑ s, fockBond V P s

/-- In a positive semidefinite density matrix, `|P_ij|²` is at most the product of the
occupations of `i` and `j`. -/
theorem coherence_le {n : Type*} {P : Matrix n n ℂ} (hP : P.PosSemidef) (i j : n) :
    ‖P i j‖ ^ 2 ≤ (P i i).re * (P j j).re := by
  -- the two-site minor is nonnegative
  have h : (0 : ℂ) ≤ P i i * P j j - P i j * P j i := by
    have h := (hP.submatrix ![i, j]).det_nonneg
    rw [Matrix.det_fin_two] at h
    exact h
  have hi : (P i i).im = 0 := (Complex.le_def.mp (hP.diag_nonneg (i := i))).2.symm
  rw [← hP.isHermitian.apply j i, Complex.star_def, Complex.mul_conj] at h
  have hr := (Complex.le_def.mp h).1
  simp only [Complex.zero_re, Complex.sub_re, Complex.mul_re, Complex.ofReal_re, hi,
    Complex.normSq_eq_norm_sq] at hr
  linarith

/-- With alternating occupations, every bond has Hartree energy `V (1/4 - d²)`. -/
theorem hartreeBond_eq {L : ℕ} {P : Matrix (Site L) (Site L) ℂ} {d : ℝ}
    (hd : ChargeOrdered P d) (V : ℝ) (s : Site L) :
    hartreeBond V P s = V * (1 / 4 - d ^ 2) := by
  rw [hartreeBond, hd s, hd (right s), Complex.ofReal_re, Complex.ofReal_re]
  rcases s with ⟨c, _ | _⟩ <;> simp only [right, occ] <;> ring

/-- For `V ≥ 0` and a positive semidefinite `P` with alternating occupations, every bond's Fock
energy is at least `-V (1/4 - d²)`. -/
theorem fockBond_ge {L : ℕ} {P : Matrix (Site L) (Site L) ℂ} {d V : ℝ}
    (hP : P.PosSemidef) (hd : ChargeOrdered P d) (hV : 0 ≤ V) (s : Site L) :
    -(V * (1 / 4 - d ^ 2)) ≤ fockBond V P s := by
  rw [← hartreeBond_eq hd V s, hartreeBond, fockBond]
  have h := mul_le_mul_of_nonneg_left (coherence_le hP s (right s)) hV
  linarith

/-- For `V > 0` and `|d| < |d'|`, each bond has a lower Hartree energy at amplitude `d'` than at
`d`, and the number `-V (1/4 - d²)` is smaller than `-V (1/4 - d'²)`. -/
theorem stronger_charge_order {L : ℕ} {P P' : Matrix (Site L) (Site L) ℂ} {d d' V : ℝ}
    (hd : ChargeOrdered P d) (hd' : ChargeOrdered P' d') (hV : 0 < V) (h : |d| < |d'|)
    (s : Site L) :
    hartreeBond V P' s < hartreeBond V P s ∧
      -(V * (1 / 4 - d ^ 2)) < -(V * (1 / 4 - d' ^ 2)) := by
  rw [hartreeBond_eq hd, hartreeBond_eq hd']
  have h2 := mul_lt_mul_of_pos_left (sq_lt_sq.mpr h) hV
  constructor <;> linarith

/-- If `0 ≤ P ≤ 1`, the squared coherences of site `i` with all other sites add up to at most `n_i
(1 - n_i)`. -/
theorem pauli_sum_rule {n : Type*} [Fintype n] [DecidableEq n] {P : Matrix n n ℂ}
    (hP : IsFermionic P) (i : n) :
    ∑ j ∈ Finset.univ.erase i, ‖P i j‖ ^ 2 ≤ (P i i).re * (1 - (P i i).re) := by
  -- P - P² is a sum of two positive semidefinite matrices
  have hQ : (P - P * P).PosSemidef := by
    have h1 := hP.2.conjTranspose_mul_mul_same P
    have h2 := hP.1.conjTranspose_mul_mul_same (1 - P)
    rw [hP.1.isHermitian.eq] at h1
    rw [hP.2.isHermitian.eq] at h2
    have e : P * (1 - P) * P + (1 - P) * P * (1 - P) = P - P * P := by noncomm_ring
    have h := h1.add h2
    rwa [e] at h
  have hr := (Complex.le_def.mp (hQ.diag_nonneg (i := i))).1
  have hs : ((P * P) i i).re = ∑ j, ‖P i j‖ ^ 2 := by
    rw [Matrix.mul_apply, Complex.re_sum]
    refine Finset.sum_congr rfl fun j _ => ?_
    rw [← hP.1.isHermitian.apply j i, Complex.star_def, Complex.mul_conj, Complex.ofReal_re,
      Complex.normSq_eq_norm_sq]
  rw [Matrix.sub_apply, Complex.sub_re, hs, Complex.zero_re] at hr
  have he : ‖P i i‖ ^ 2 + ∑ j ∈ Finset.univ.erase i, ‖P i j‖ ^ 2 = ∑ j, ‖P i j‖ ^ 2 :=
    Finset.add_sum_erase Finset.univ (fun j => ‖P i j‖ ^ 2) (Finset.mem_univ i)
  have hn : (P i i).re ^ 2 ≤ ‖P i i‖ ^ 2 := by
    rw [Complex.sq_norm, Complex.normSq_apply]
    nlinarith [mul_self_nonneg (P i i).im]
  linarith

/-- For `V ≥ 0` on a ring of at least four sites, a fermionic density matrix with the alternating
occupations `1/2 + d` and `1/2 - d` has total Fock energy at least `-L V (1/4 - d²)`, and total
Hartree plus Fock energy at least `L V (1/4 - d²)`. -/
theorem ring_energy_bounds {L : ℕ} [NeZero L] (hL : 2 ≤ L)
    {P : Matrix (Site L) (Site L) ℂ} {d V : ℝ}
    (hP : IsFermionic P) (hd : ChargeOrdered P d) (hV : 0 ≤ V) :
    -(L * (V * (1 / 4 - d ^ 2))) ≤ fockEnergy V P ∧
      L * (V * (1 / 4 - d ^ 2)) ≤ hartreeEnergy V P + fockEnergy V P := by
  have : Fact (1 < L) := ⟨hL⟩
  -- the two bonds that meet at the B site of a cell
  have hc : ∀ c : ZMod L, -(V * (1 / 4 - d ^ 2)) ≤ ∑ b : Bool, fockBond V P (c, b) := by
    intro c
    have hne : ((c, false) : Site L) ≠ (c + 1, false) := by simp
    have hpair : ∑ j ∈ ({(c, false), (c + 1, false)} : Finset (Site L)), ‖P (c, true) j‖ ^ 2
        = ‖P (c, true) (c, false)‖ ^ 2 + ‖P (c, true) (c + 1, false)‖ ^ 2 :=
      Finset.sum_pair hne
    have hle : ∑ j ∈ ({(c, false), (c + 1, false)} : Finset (Site L)), ‖P (c, true) j‖ ^ 2
        ≤ ∑ j ∈ Finset.univ.erase ((c, true) : Site L), ‖P (c, true) j‖ ^ 2 := by
      apply Finset.sum_le_sum_of_subset_of_nonneg
      · intro j hj
        rw [Finset.mem_insert, Finset.mem_singleton] at hj
        rcases hj with rfl | rfl <;> simp
      · intro j _ _
        positivity
    have hrow := pauli_sum_rule hP ((c, true) : Site L)
    have hn : (P (c, true) (c, true)).re = 1 / 2 - d := by
      rw [hd, Complex.ofReal_re]
      rfl
    rw [hn] at hrow
    have hsym : ‖P (c, false) (c, true)‖ = ‖P (c, true) (c, false)‖ := by
      rw [← hP.1.isHermitian.apply (c, false) (c, true), norm_star]
    have hfin : ‖P (c, true) (c, false)‖ ^ 2 + ‖P (c, true) (c + 1, false)‖ ^ 2
        ≤ 1 / 4 - d ^ 2 := by linarith
    rw [Fintype.sum_bool]
    simp only [fockBond, right]
    rw [hsym]
    linarith [mul_le_mul_of_nonneg_left hfin hV]
  have hF : -(L * (V * (1 / 4 - d ^ 2))) ≤ fockEnergy V P := by
    rw [fockEnergy, Fintype.sum_prod_type]
    calc -(L * (V * (1 / 4 - d ^ 2))) = ∑ _c : ZMod L, -(V * (1 / 4 - d ^ 2)) := by
          rw [Finset.sum_const, Finset.card_univ, ZMod.card, nsmul_eq_mul]
          ring
      _ ≤ _ := Finset.sum_le_sum fun c _ => hc c
  have hH : hartreeEnergy V P = 2 * (L * (V * (1 / 4 - d ^ 2))) := by
    rw [hartreeEnergy, Finset.sum_congr rfl fun s _ => hartreeBond_eq hd V s,
      Finset.sum_const, Finset.card_univ, Fintype.card_prod, ZMod.card, Fintype.card_bool,
      nsmul_eq_mul]
    push_cast
    ring
  exact ⟨hF, by linarith⟩

/-- The density matrix of one dimer, with entries `√(n_a n_b)`, for `|d| ≤ 1/2`. -/
def dimerCell (d : ℝ) : Matrix Bool Bool ℂ :=
  Matrix.of fun a b => ((√(occ d a) * √(occ d b) : ℝ) : ℂ)

/-- The dimerised state: one copy of the dimer in each cell, no coherence between cells. -/
def dimerState (L : ℕ) (d : ℝ) : Matrix (Site L) (Site L) ℂ :=
  (1 : Matrix (ZMod L) (ZMod L) ℂ) ⊗ₖ dimerCell d

/-- For `|d| ≤ 1/2` on a ring of at least four sites, the dimerised state is fermionic and charge
ordered with amplitude `d`, and its total Fock energy equals `-L V (1/4 - d²)`. -/
theorem dimerState_witness {L : ℕ} [NeZero L] (hL : 2 ≤ L) {d : ℝ} (hd : |d| ≤ 1 / 2)
    (V : ℝ) :
    IsFermionic (dimerState L d) ∧ ChargeOrdered (dimerState L d) d ∧
      fockEnergy V (dimerState L d) = -(L * (V * (1 / 4 - d ^ 2))) := by
  have : Fact (1 < L) := ⟨hL⟩
  obtain ⟨hl, hu⟩ := abs_le.mp hd
  have h0 : ∀ b, 0 ≤ occ d b := by
    intro b
    cases b <;> simp only [occ] <;> linarith
  have hnorm : √(occ d true) ^ 2 + √(occ d false) ^ 2 = 1 := by
    rw [Real.sq_sqrt (h0 true), Real.sq_sqrt (h0 false)]
    simp only [occ]
    ring
  have hnormC : (√(occ d true) : ℂ) ^ 2 + (√(occ d false) : ℂ) ^ 2 = 1 := by
    exact_mod_cast hnorm
  -- the dimer is a Hermitian projector
  have hB : dimerCell d * dimerCell d = dimerCell d := by
    ext a b
    rw [Matrix.mul_apply, Fintype.sum_bool]
    simp only [dimerCell, Matrix.of_apply, Complex.ofReal_mul]
    linear_combination (√(occ d a) : ℂ) * (√(occ d b) : ℂ) * hnormC
  have hBH : (dimerCell d)ᴴ = dimerCell d := by
    ext a b
    rw [Matrix.conjTranspose_apply]
    simp only [dimerCell, Matrix.of_apply, Complex.star_def, Complex.conj_ofReal]
    rw [mul_comm]
  have hI : dimerState L d * dimerState L d = dimerState L d := by
    rw [dimerState, ← Matrix.mul_kronecker_mul, one_mul, hB]
  have hH : (dimerState L d)ᴴ = dimerState L d := by
    rw [dimerState, Matrix.conjTranspose_kronecker, Matrix.conjTranspose_one, hBH]
  refine ⟨⟨?_, ?_⟩, ?_, ?_⟩
  · have h := Matrix.posSemidef_conjTranspose_mul_self (dimerState L d)
    rwa [hH, hI] at h
  · have h := Matrix.posSemidef_conjTranspose_mul_self (1 - dimerState L d)
    have e : (1 - dimerState L d) * (1 - dimerState L d) = 1 - dimerState L d :=
      IsIdempotentElem.one_sub hI
    rwa [Matrix.conjTranspose_sub, Matrix.conjTranspose_one, hH, e] at h
  · rintro ⟨c, b⟩
    simp only [dimerState, Matrix.kroneckerMap_apply, Matrix.one_apply_eq, one_mul,
      dimerCell, Matrix.of_apply]
    rw [Real.mul_self_sqrt (h0 b)]
  · -- bonds inside a cell saturate, bonds between cells vanish
    have hc : ∀ c : ZMod L, ∑ b : Bool, fockBond V (dimerState L d) (c, b)
        = -(V * (1 / 4 - d ^ 2)) := by
      intro c
      have hne : c ≠ c + 1 := by simp
      rw [Fintype.sum_bool]
      simp only [fockBond, right, dimerState, Matrix.kroneckerMap_apply, Matrix.one_apply_eq,
        Matrix.one_apply_ne hne, one_mul, zero_mul, norm_zero, dimerCell, Matrix.of_apply,
        Complex.norm_real, Real.norm_eq_abs, sq_abs]
      rw [mul_pow, Real.sq_sqrt (h0 false), Real.sq_sqrt (h0 true)]
      simp only [occ]
      ring
    rw [fockEnergy, Fintype.sum_prod_type, Finset.sum_congr rfl fun c _ => hc c,
      Finset.sum_const, Finset.card_univ, ZMod.card, nsmul_eq_mul]
    ring

end

end IntersiteVRing
```

```lean
#print axioms IntersiteVRing.fockBond_ge
#print axioms IntersiteVRing.stronger_charge_order
#print axioms IntersiteVRing.ring_energy_bounds
```

```
'IntersiteVRing.fockBond_ge' depends on axioms: [propext, Classical.choice, Quot.sound]
'IntersiteVRing.stronger_charge_order' depends on axioms: [propext, Classical.choice, Quot.sound]
'IntersiteVRing.ring_energy_bounds' depends on axioms: [propext, Classical.choice, Quot.sound]
```

## From the two-site minor to the ring sum

`coherence_le` is the determinant argument. `hP.submatrix ![i, j]` selects the two-site block, `det_nonneg` gives the sign and `Matrix.det_fin_two` expands the determinant. Hermiticity turns \(P_{ij}P_{ji}\) into \(|P_{ij}|^2\). The inequality is first one between complex numbers, and its real part is the claim.

`hartreeBond_eq` treats bonds that start on A and on B separately, and `ring` multiplies out the occupations. `fockBond_ge` then rewrites \(V(\tfrac14-d^2)\) as the Hartree energy of the same bond and applies `coherence_le`, multiplied by \(V\). In `stronger_charge_order`, `sq_lt_sq` converts \(|d|<|d'|\) into the inequality between squares.

In `pauli_sum_rule`, `hQ` establishes \(P-P^2\ge0\), with `noncomm_ring` checking the matrix identity. `hs` identifies the diagonal of \(P^2\) with the sum of squared coherences, and `he` splits off the term \(j=i\).

`ring_energy_bounds` applies this rule at the B site of each cell. There `hne` says that the two A neighbours differ, `hle` discards all other coherences, and `hsym` reverses the bond inside the cell, which the Fock energy reads from A to B. The result `hc` is summed over cells to give `hF`. `hH` is the total Hartree energy, and adding the two gives the second inequality.

For the dimerised state, `hnorm` is the normalisation, and `hB` and `hBH` show that the matrix of one cell is a Hermitian projector. The Kronecker product with the identity carries both properties to the ring as `hI` and `hH`, from which the two positivity conditions follow. The last part evaluates the two bonds labelled by each cell: the inner one contributes \(-V(\tfrac14-d^2)\), and the outer one vanishes because \(c\ne c+1\).
